# The exponential of a squeezing generator with real symmetric coupling K has blocks cosh K and sinh K

The squeezing generator here is the real block matrix with zero diagonal blocks and a matrix K in both off-diagonal blocks, so that it couples excitations only to de-excitations. For a finite index set and real symmetric K, `exp_squeezeGen` states that its exponential has (exp K + exp(−K))/2, the hyperbolic cosine of K, in both diagonal blocks, and (exp K − exp(−K))/2, the hyperbolic sine, in both off-diagonal blocks. The proof diagonalises K with an orthogonal matrix and passes to sum and difference modes, in which the generator is diagonal, with the eigenvalues of K in one block and their negatives in the other. It then exponentiates these eigenvalues and transforms back.

As first written in Lean, the proof fails:

```lean
import Mathlib

open Matrix
open NormedSpace (exp)

namespace ExpSqueezeGen

variable {n : Type*} [Fintype n] [DecidableEq n]

/-- The pure squeezing generator `[[0, K], [K, 0]]`, which couples excitations to
de-excitations. -/
def squeezeGen (K : Matrix n n ℝ) : Matrix (n ⊕ n) (n ⊕ n) ℝ := fromBlocks 0 K K 0

/-- A real symmetric matrix has an orthogonal eigenbasis, and its eigenvalues are positive
if the matrix is positive definite. -/
theorem exists_eigenbasis {A : Matrix n n ℝ} (hA : A.IsSymm) :
    ∃ (P : Matrix n n ℝ) (d : n → ℝ), P * Pᵀ = 1 ∧ A = P * diagonal d * Pᵀ ∧
      (A.PosDef → ∀ i, 0 < d i) := by
  have hH : A.IsHermitian := (conjTranspose_eq_transpose_of_trivial A).trans hA
  have ht : star (hH.eigenvectorUnitary : Matrix n n ℝ)
      = (hH.eigenvectorUnitary : Matrix n n ℝ)ᵀ :=
    conjTranspose_eq_transpose_of_trivial _
  refine ⟨(hH.eigenvectorUnitary : Matrix n n ℝ), hH.eigenvalues, ?_, ?_,
    fun h i => h.eigenvalues_pos i⟩
  · rw [← ht]
    exact mem_unitaryGroup_iff.mp hH.eigenvectorUnitary.2
  · rw [← ht]
    have h := hH.spectral_theorem
    rw [Unitary.conjStarAlgAut_apply] at h
    exact h

/-- The exponential of a diagonalised matrix is found by exponentiating its eigenvalues. -/
theorem exp_diagonalised {P Q : Matrix n n ℝ} (h : P * Q = 1) (d : n → ℝ) :
    exp (P * diagonal d * Q) = P * diagonal (fun i => Real.exp (d i)) * Q := by
  have hu : IsUnit P := ⟨⟨P, Q, h, mul_eq_one_comm.mp h⟩, rfl⟩
  rw [← inv_eq_right_inv h, Matrix.exp_conj P _ hu, Matrix.exp_diagonal, Pi.exp_def]
  simp only [Real.exp_eq_exp_ℝ]

/-- For real symmetric `K`, the exponential of the squeezing generator has the hyperbolic
cosine of `K` in its diagonal blocks and the hyperbolic sine in its off-diagonal blocks. -/
theorem exp_squeezeGen {K : Matrix n n ℝ} (hK : K.IsSymm) :
    exp (squeezeGen K) = fromBlocks
      ((1 / 2 : ℝ) • (exp K + exp (-K))) ((1 / 2 : ℝ) • (exp K - exp (-K)))
      ((1 / 2 : ℝ) • (exp K - exp (-K))) ((1 / 2 : ℝ) • (exp K + exp (-K))) := by
  obtain ⟨P, d, hP, hKd, -⟩ := exists_eigenbasis hK
  -- sum and difference modes decouple the two blocks
  have key : ∀ A B : Matrix n n ℝ, fromBlocks P P P (-P) * fromBlocks A 0 0 B *
      fromBlocks ((1 / 2 : ℝ) • Pᵀ) ((1 / 2 : ℝ) • Pᵀ) ((1 / 2 : ℝ) • Pᵀ)
        (-((1 / 2 : ℝ) • Pᵀ)) = fromBlocks
      ((1 / 2 : ℝ) • (P * A * Pᵀ + P * B * Pᵀ)) ((1 / 2 : ℝ) • (P * A * Pᵀ - P * B * Pᵀ))
      ((1 / 2 : ℝ) • (P * A * Pᵀ - P * B * Pᵀ))
      ((1 / 2 : ℝ) • (P * A * Pᵀ + P * B * Pᵀ)) := by
    intro A B
    simp only [fromBlocks_multiply, Matrix.mul_zero, add_zero, zero_add, Matrix.mul_neg,
      Matrix.neg_mul, Matrix.mul_smul]
    congr 1 <;> module
  have hQR := key 1 1
  simp only [fromBlocks_one, Matrix.mul_one, hP] at hQR
  have h1 : fromBlocks ((1 / 2 : ℝ) • ((1 : Matrix n n ℝ) + 1)) ((1 / 2 : ℝ) • (1 - 1))
      ((1 / 2 : ℝ) • (1 - 1)) ((1 / 2 : ℝ) • (1 + 1)) = 1 := by
    rw [← fromBlocks_one]
    congr 1 <;> module
  have e := exp_diagonalised (hQR.trans h1) (Sum.elim d (fun i => -d i))
  have hs : (fun i => Real.exp (Sum.elim d (fun i => -d i) i))
      = Sum.elim (fun i => Real.exp (d i)) (fun i => Real.exp (-d i)) := by
    ext i
    cases i <;> rfl
  have hd : diagonal (fun i => -d i) = -diagonal d := by
    ext i j
    by_cases h : i = j <;> simp [diagonal_apply, h]
  have hneg : P * diagonal (fun i => -d i) * Pᵀ = -K := by
    rw [hd, Matrix.mul_neg, Matrix.neg_mul, ← hKd]
  have e1 := exp_diagonalised hP d
  have e2 := exp_diagonalised hP (fun i => -d i)
  rw [← hKd] at e1
  rw [hneg] at e2
  rw [hs, ← fromBlocks_diagonal, ← fromBlocks_diagonal, key, key, ← hKd, hneg,
    ← e1, ← e2] at e
  have hg : squeezeGen K = fromBlocks ((1 / 2 : ℝ) • (K + -K)) ((1 / 2 : ℝ) • (K - -K))
      ((1 / 2 : ℝ) • (K - -K)) ((1 / 2 : ℝ) • (K + -K)) := by
    unfold squeezeGen
    congr 1 <;> module
  rw [hg]
  exact e

end ExpSqueezeGen
```

The error:

```
Main.lean:59:80: error: typeclass instance problem is stuck
  OfNat (Matrix n ?m.464 ℝ) 1

Note: Lean will not try to resolve this typeclass instance problem because the first type argument to `OfNat` contains metavariables. This argument must be fully determined before Lean will try to resolve the typeclass.

Hint: Adding type annotations and supplying implicit arguments to functions can give Lean more information for typeclass resolution. For example, if you have a variable `x` that you intend to be a `Nat`, but Lean reports it as having an unresolved type like `?m`, replacing `x` with `(x : Nat)` can get typeclass resolution un-stuck.
numerals are polymorphic in Lean, but the numeral `1` cannot be used in a context where the expected type is
  Matrix n ?m.464 ℝ
due to the absence of the instance above
```

The mended proof, as a diff:

```diff
@@ -57,6 +57,7 @@
   have hQR := key 1 1
   simp only [fromBlocks_one, Matrix.mul_one, hP] at hQR
-  have h1 : fromBlocks ((1 / 2 : ℝ) • ((1 : Matrix n n ℝ) + 1)) ((1 / 2 : ℝ) • (1 - 1))
-      ((1 / 2 : ℝ) • (1 - 1)) ((1 / 2 : ℝ) • (1 + 1)) = 1 := by
+  have h1 : fromBlocks ((1 / 2 : ℝ) • ((1 : Matrix n n ℝ) + 1))
+      ((1 / 2 : ℝ) • ((1 : Matrix n n ℝ) - 1)) ((1 / 2 : ℝ) • ((1 : Matrix n n ℝ) - 1))
+      ((1 / 2 : ℝ) • ((1 : Matrix n n ℝ) + 1)) = 1 := by
     rw [← fromBlocks_one]
     congr 1 <;> module
@@ -68,5 +69,5 @@
   have hd : diagonal (fun i => -d i) = -diagonal d := by
     ext i j
-    by_cases h : i = j <;> simp [diagonal_apply, h]
+    by_cases h : i = j <;> simp [h]
   have hneg : P * diagonal (fun i => -d i) * Pᵀ = -K := by
     rw [hd, Matrix.mul_neg, Matrix.neg_mul, ← hKd]
```

Cause. The error is in the statement of `h1`, at the first `1` of the upper-right block `1 - 1`. `fromBlocks` allows rectangular blocks, so the upper-left block, annotated as `Matrix n n ℝ`, fixes the row type of the upper-right block but not its column type. That is the unknown `?m.464` in the message. The numeral `1` stands for an identity matrix, which needs the same index type for rows and columns, and Lean will not search for the `OfNat` instance while one of them is undetermined. The `= 1` on the right did not settle it either.

The repair writes `(1 : Matrix n n ℝ)` in the other three blocks too. The upper-right annotation fixes the missing column type, and the lower-left one fixes the row type of the lower blocks. Together they determine the type of the lower-right block, so its annotation is only for uniformity.

Dropping `diagonal_apply` from the `simp` call in `hd` is mere tidying and has no bearing on the error.
